# Error bounds for the slope and intercept of a least-squares slab fit with bounded residuals

There are $n$ slabs of one material, with the same faces and the same cross-section, labelled by $i$. Slab $i$ has total energy $E_i$ and thickness $N_i$, which measures the amount of material in it, for instance as the number of atomic layers. The energies are modelled as $E_i = eN_i + s + r_i$, where $e$ is the bulk energy per unit of thickness, $s$ is the energy of the two surfaces together, and $r_i$ is a residual with $|r_i|\le\varepsilon$. A fitted line has slope $a$ and intercept $b$.

The bound $\varepsilon$ is assumed. It stands for whatever bends the data away from a line, such as interaction between the two faces, quantum-size oscillations or incomplete convergence. No statistics enter, so the residuals may be systematic.

In Lean 4 with Mathlib:

```lean
import Mathlib

namespace SlabFit

noncomputable section

variable {ι : Type*} [Fintype ι]
```

The type `ι` is the set of slab labels, and `Fintype ι` says that it is finite. A list of thicknesses or energies is a function `ι → ℝ`, so thicknesses may be any real numbers.

```lean
/-- The arithmetic mean of a quantity over a nonempty finite set of slabs. -/
def mean (x : ι → ℝ) : ℝ := (∑ i, x i) / (Fintype.card ι : ℝ)
```

This is the mean $\frac1n\sum_i x_i$, with $n$ written `Fintype.card ι`. The mean thickness `mean N` is called $m$ below.

```lean
/-- The spread `S` of the slab thicknesses: the sum of squared deviations from their mean. -/
def spread (N : ι → ℝ) : ℝ := ∑ i, (N i - mean N) ^ 2
```

The spread is $S=\sum_i (N_i-m)^2$. It is positive exactly when at least two thicknesses differ.

```lean
/-- The sum of squared deviations of the slab energies `E` from the line `a N + b`. -/
def misfit (N E : ι → ℝ) (a b : ℝ) : ℝ := ∑ i, (E i - (a * N i + b)) ^ 2
```

The misfit of a line is $Q(a,b)=\sum_i (E_i-aN_i-b)^2$.

```lean
/-- The line with slope `a` and intercept `b` is a least-squares line: no line has a smaller
misfit. -/
def IsBestLine (N E : ι → ℝ) (a b : ℝ) : Prop :=
  ∀ a' b', misfit N E a b ≤ misfit N E a' b'
```

A best line is defined by what it does: $Q(a,b)\le Q(a',b')$ for all real $a',b'$. That a formula produces such a line is left to be proved.

```lean
/-- The regression formula for the slope, for thicknesses of nonzero spread. -/
def fitSlope (N E : ι → ℝ) : ℝ := (∑ i, (N i - mean N) * E i) / spread N

/-- The regression formula for the intercept, for thicknesses of nonzero spread. -/
def fitIntercept (N E : ι → ℝ) : ℝ := mean E - fitSlope N E * mean N
```

These are the usual regression formulas,
$$\hat a=\frac1S\sum_i (N_i-m)E_i,\qquad \hat b=\frac1n\sum_i E_i-\hat a\,m .$$

## The regression line is the only minimiser

```lean
lemma card_mul_mean (x : ι → ℝ) : (Fintype.card ι : ℝ) * mean x = ∑ i, x i := by
  rcases isEmpty_or_nonempty ι with h | h
  · simp [mean]
  · have hn : (Fintype.card ι : ℝ) ≠ 0 := by exact_mod_cast Fintype.card_ne_zero
    rw [mean, mul_comm, div_mul_cancel₀ _ hn]

lemma sum_deviation (N : ι → ℝ) : ∑ i, (N i - mean N) = 0 := by
  rw [Finset.sum_sub_distrib, Finset.sum_const, Finset.card_univ, nsmul_eq_mul,
    card_mul_mean, sub_self]

lemma card_pos_of_spread {N : ι → ℝ} (hS : 0 < spread N) : 0 < (Fintype.card ι : ℝ) := by
  rcases isEmpty_or_nonempty ι with h | h
  · simp [spread] at hS
  · exact_mod_cast Fintype.card_pos
```

These three lemmas say that $n$ times the mean is the sum, that $\sum_i(N_i-m)=0$, and that $S>0$ implies $n>0$.

```lean
/-- Normal equations: for thicknesses of positive spread, the residuals of the regression line
sum to zero and are uncorrelated with the thickness. -/
theorem normal_equations {N : ι → ℝ} (E : ι → ℝ) (hS : 0 < spread N) :
    ∑ i, (E i - (fitSlope N E * N i + fitIntercept N E)) = 0 ∧
    ∑ i, (N i - mean N) * (E i - (fitSlope N E * N i + fitIntercept N E)) = 0 := by
  constructor
  · rw [Finset.sum_sub_distrib, Finset.sum_add_distrib, ← Finset.mul_sum, Finset.sum_const,
      Finset.card_univ, nsmul_eq_mul, ← card_mul_mean E, ← card_mul_mean N, fitIntercept]
    ring
  · have key : ∀ a b : ℝ, ∑ i, (N i - mean N) * (E i - (a * N i + b)) =
        ∑ i, (N i - mean N) * E i - a * spread N
          - (a * mean N + b) * ∑ i, (N i - mean N) := by
      intro a b
      unfold spread
      rw [Finset.mul_sum, Finset.mul_sum, ← Finset.sum_sub_distrib, ← Finset.sum_sub_distrib]
      exact Finset.sum_congr rfl fun i _ => by ring
    have hslope : fitSlope N E * spread N = ∑ i, (N i - mean N) * E i :=
      div_mul_cancel₀ _ hS.ne'
    rw [key, sum_deviation, hslope]
    ring
```

Write $\rho_i=E_i-\hat aN_i-\hat b$ for the residuals of the regression line. The theorem states $\sum_i\rho_i=0$ and $\sum_i(N_i-m)\rho_i=0$. The first sum is $\sum_iE_i-n\hat a m-n\hat b$, which vanishes by the definition of $\hat b$. For the second, put $N_i=(N_i-m)+m$:
$$\sum_i(N_i-m)\rho_i=\sum_i(N_i-m)E_i-\hat aS-(\hat am+\hat b)\sum_i(N_i-m)=0 .$$
The first two terms cancel by the definition of $\hat a$, and the last sum is zero. In the code, `key` is this expansion for an arbitrary line.

```lean
/-- For thicknesses of positive spread, the misfit of any line is that of the regression line
plus a weighted sum of two squares. -/
theorem misfit_eq {N E : ι → ℝ} (hS : 0 < spread N) (a b : ℝ) :
    misfit N E a b = misfit N E (fitSlope N E) (fitIntercept N E)
      + spread N * (a - fitSlope N E) ^ 2
      + Fintype.card ι * (b - fitIntercept N E + (a - fitSlope N E) * mean N) ^ 2 := by
  obtain ⟨h1, h2⟩ := normal_equations E hS
  generalize fitSlope N E = p at *
  generalize fitIntercept N E = q at *
  -- expand the square about the regression line; the cross terms vanish
  have key : misfit N E a b = misfit N E p q + (a - p) ^ 2 * spread N
      + ∑ _i : ι, (b - q + (a - p) * mean N) ^ 2
      - 2 * (a - p) * ∑ i, (N i - mean N) * (E i - (p * N i + q))
      - 2 * (b - q + (a - p) * mean N) * ∑ i, (E i - (p * N i + q))
      + 2 * (a - p) * (b - q + (a - p) * mean N) * ∑ i, (N i - mean N) := by
    unfold misfit spread
    simp only [Finset.mul_sum, ← Finset.sum_add_distrib, ← Finset.sum_sub_distrib]
    exact Finset.sum_congr rfl fun i _ => by ring
  rw [key, h1, h2, sum_deviation, Finset.sum_const, Finset.card_univ, nsmul_eq_mul]
  ring
```

Set $u=a-\hat a$ and $w=b-\hat b+um$. Then $E_i-aN_i-b=\rho_i-u(N_i-m)-w$. Squaring and summing gives
$$Q(a,b)=Q(\hat a,\hat b)+Su^2+nw^2,$$
because the three cross terms contain $\sum_i(N_i-m)\rho_i$, $\sum_i\rho_i$ and $\sum_i(N_i-m)$, all zero. Here `key` is the full expansion, checked slab by slab with `ring`, the tactic for polynomial identities.

```lean
/-- For thicknesses of positive spread, a line is a least-squares line exactly when its slope and
intercept are given by the regression formulas. -/
theorem isBestLine_iff {N E : ι → ℝ} (hS : 0 < spread N) {a b : ℝ} :
    IsBestLine N E a b ↔ a = fitSlope N E ∧ b = fitIntercept N E := by
  have hn := card_pos_of_spread hS
  have hu := fun x : ℝ => mul_nonneg hS.le (sq_nonneg x)
  have hw := fun x : ℝ => mul_nonneg hn.le (sq_nonneg x)
  constructor
  · intro h
    have h1 := h (fitSlope N E) (fitIntercept N E)
    rw [misfit_eq hS a b] at h1
    have hu1 := hu (a - fitSlope N E)
    have hw1 := hw (b - fitIntercept N E + (a - fitSlope N E) * mean N)
    have hu0 : spread N * (a - fitSlope N E) ^ 2 = 0 := by linarith
    have hw0 : (Fintype.card ι : ℝ) *
        (b - fitIntercept N E + (a - fitSlope N E) * mean N) ^ 2 = 0 := by linarith
    have ha := (pow_eq_zero_iff two_ne_zero).1 ((mul_eq_zero.1 hu0).resolve_left hS.ne')
    have hb := (pow_eq_zero_iff two_ne_zero).1 ((mul_eq_zero.1 hw0).resolve_left hn.ne')
    rw [ha] at hb
    exact ⟨by linarith, by linarith⟩
  · rintro ⟨rfl, rfl⟩ a' b'
    rw [misfit_eq hS a' b']
    linarith [hu (a' - fitSlope N E),
      hw (b' - fitIntercept N E + (a' - fitSlope N E) * mean N)]
```

If $(a,b)$ is a best line, then $Q(a,b)\le Q(\hat a,\hat b)$, so $Su^2+nw^2\le0$. Both terms are non-negative, hence both vanish. Since $S$ and $n$ are positive, $u=w=0$, which means $a=\hat a$ and $b=\hat b$. Conversely, the identity shows that no line has a smaller misfit than the regression line. The tactic `linarith` handles the linear inequalities.

```lean
/-- The least-squares line is unique exactly when the thicknesses have positive spread. -/
theorem unique_iff (N E : ι → ℝ) :
    (∃! p : ℝ × ℝ, IsBestLine N E p.1 p.2) ↔ 0 < spread N := by
  constructor
  · rintro ⟨p, hp, huniq⟩
    by_contra hS
    have h0 : spread N = 0 :=
      le_antisymm (not_lt.1 hS) (Finset.sum_nonneg fun i _ => sq_nonneg _)
    have hN : ∀ i, N i = mean N := fun i => sub_eq_zero.1 ((pow_eq_zero_iff two_ne_zero).1
      ((Finset.sum_eq_zero_iff_of_nonneg fun i _ => sq_nonneg _).1 h0 i (Finset.mem_univ i)))
    -- tilting the line about the common thickness costs nothing
    have htilt : misfit N E (p.1 + 1) (p.2 - mean N) = misfit N E p.1 p.2 := by
      refine Finset.sum_congr rfl fun i _ => ?_
      have h : E i - ((p.1 + 1) * N i + (p.2 - mean N)) = E i - (p.1 * N i + p.2) := by
        linear_combination -(hN i)
      rw [h]
    have h := huniq (p.1 + 1, p.2 - mean N) fun a' b' => htilt.trans_le (hp a' b')
    have h' : p.1 + 1 = p.1 := congrArg Prod.fst h
    linarith
  · intro hS
    exact ⟨(fitSlope N E, fitIntercept N E), (isBestLine_iff hS).2 ⟨rfl, rfl⟩,
      fun p hp => Prod.ext ((isBestLine_iff hS).1 hp).1 ((isBestLine_iff hS).1 hp).2⟩
```

The symbol `∃!` reads "there is exactly one", here one pair $(a,b)$. If $S>0$, the previous theorem supplies it. If $S=0$, every $N_i$ equals $m$, and the line with slope $a+1$ and intercept $b-m$ takes the same value at $m$ as the line $(a,b)$. The misfit is unchanged, so a best line cannot be unique.

## From the misfit to the errors

```lean
variable {N E r : ι → ℝ} {e s ε a b : ℝ}

/-- If the thicknesses have positive spread and the energies follow `e N + s` up to residuals of
size at most `ε`, the slope and intercept errors of a least-squares line lie in an ellipse (a single
point if `ε = 0`). -/
theorem error_ellipse (hS : 0 < spread N) (hE : ∀ i, E i = e * N i + s + r i)
    (hr : ∀ i, |r i| ≤ ε) (h : IsBestLine N E a b) :
    spread N * (a - e) ^ 2 + Fintype.card ι * (b - s + (a - e) * mean N) ^ 2
      ≤ Fintype.card ι * ε ^ 2 := by
  obtain ⟨rfl, rfl⟩ := (isBestLine_iff hS).1 h
  have h1 := misfit_eq (E := E) hS e s
  have h2 : misfit N E e s ≤ Fintype.card ι * ε ^ 2 := by
    calc misfit N E e s ≤ ∑ _i : ι, ε ^ 2 := Finset.sum_le_sum fun i _ => by
          rw [hE i, add_sub_cancel_left]
          exact sq_le_sq' (abs_le.1 (hr i)).1 (abs_le.1 (hr i)).2
      _ = Fintype.card ι * ε ^ 2 := by
          rw [Finset.sum_const, Finset.card_univ, nsmul_eq_mul]
  have h3 : 0 ≤ misfit N E (fitSlope N E) (fitIntercept N E) :=
    Finset.sum_nonneg fun i _ => sq_nonneg _
  linarith
```

The hypotheses are `hS` ($S>0$), `hE` (the energy model) and `hr` (the residual bound); `h` says that $(a,b)$ is a best line, so $(a,b)=(\hat a,\hat b)$. Evaluate the identity for $Q$ at the model line $(e,s)$. Its misfit is $\sum_i r_i^2\le n\varepsilon^2$, and $Q(\hat a,\hat b)\ge0$, so
$$S(a-e)^2+n\big(b-s+(a-e)m\big)^2\le n\varepsilon^2 .$$
The two errors are confined to an ellipse, which shrinks to a point if $\varepsilon=0$.

```lean
lemma bound_nonneg (hS : 0 < spread N) (hr : ∀ i, |r i| ≤ ε) : 0 ≤ ε := by
  have hn : 0 < Fintype.card ι := by exact_mod_cast card_pos_of_spread hS
  obtain ⟨i⟩ := Fintype.card_pos_iff.1 hn
  exact (abs_nonneg _).trans (hr i)
```

As there is at least one slab, $0\le|r_i|\le\varepsilon$.

```lean
/-- For slab energies `e N + s + r` with `|r| ≤ ε` and thicknesses of positive spread `S`, the
least-squares line is unique; its slope error is at most `ε √(n/S)` and its intercept error at
most `ε (1 + |m| √(n/S))`, with `n` the number of slabs and `m` their mean thickness. -/
theorem slab_fit_error (hS : 0 < spread N) (hE : ∀ i, E i = e * N i + s + r i)
    (hr : ∀ i, |r i| ≤ ε) :
    (∃! p : ℝ × ℝ, IsBestLine N E p.1 p.2) ∧ ∀ a b, IsBestLine N E a b →
      |a - e| ≤ ε * Real.sqrt (Fintype.card ι / spread N) ∧
      |b - s| ≤ ε * (1 + |mean N| * Real.sqrt (Fintype.card ι / spread N)) := by
  refine ⟨(unique_iff N E).2 hS, fun a b h => ?_⟩
  have hn := card_pos_of_spread hS
  have hε := bound_nonneg hS hr
  have hell := error_ellipse hS hE hr h
  have hu : |a - e| ≤ ε * Real.sqrt (Fintype.card ι / spread N) := by
    refine abs_le_of_sq_le_sq ?_ (mul_nonneg hε (Real.sqrt_nonneg _))
    rw [mul_pow, Real.sq_sqrt (div_nonneg hn.le hS.le), ← mul_div_assoc, le_div_iff₀ hS]
    linarith [mul_nonneg hn.le (sq_nonneg (b - s + (a - e) * mean N))]
  -- the error of the line at the mean thickness is at most ε
  have hw : |b - s + (a - e) * mean N| ≤ ε := by
    refine abs_le_of_sq_le_sq (le_of_mul_le_mul_left ?_ hn) hε
    linarith [mul_nonneg hS.le (sq_nonneg (a - e))]
  refine ⟨hu, ?_⟩
  calc |b - s| = |(b - s + (a - e) * mean N) - (a - e) * mean N| := by
        rw [add_sub_cancel_right]
    _ ≤ |b - s + (a - e) * mean N| + |(a - e) * mean N| := abs_sub _ _
    _ ≤ ε + ε * Real.sqrt (Fintype.card ι / spread N) * |mean N| := by
        rw [abs_mul]
        gcongr
    _ = ε * (1 + |mean N| * Real.sqrt (Fintype.card ι / spread N)) := by ring
```

This is the main theorem: the best line is unique, and
$$|a-e|\le\varepsilon\sqrt{n/S},\qquad |b-s|\le\varepsilon\big(1+|m|\sqrt{n/S}\big).$$
Dropping the second square of the ellipse gives $(a-e)^2\le n\varepsilon^2/S$, the slope bound `hu`. Dropping the first gives $|b-s+(a-e)m|\le\varepsilon$, called `hw`: at the mean thickness the fitted line is off by at most $\varepsilon$. Finally, $b-s$ is this error minus $(a-e)m$, and the triangle inequality in the `calc` block adds the two bounds.

```lean
/-- For `n` slabs with energies `e N + s + r`, `|r| ≤ ε`, and thicknesses of mean `m` and positive
spread `S`, the intercept error of a least-squares line is at most `ε √(1 + n m²/S)`. -/
theorem intercept_error_quadrature (hS : 0 < spread N)
    (hE : ∀ i, E i = e * N i + s + r i) (hr : ∀ i, |r i| ≤ ε) (h : IsBestLine N E a b) :
    |b - s| ≤ ε * Real.sqrt (1 + Fintype.card ι * mean N ^ 2 / spread N) := by
  have hn := card_pos_of_spread hS
  have hell := error_ellipse hS hE hr h
  have hc : 0 ≤ (Fintype.card ι : ℝ) * mean N ^ 2 := mul_nonneg hn.le (sq_nonneg _)
  refine abs_le_of_sq_le_sq ?_ (mul_nonneg (bound_nonneg hS hr) (Real.sqrt_nonneg _))
  rw [mul_pow, Real.sq_sqrt (add_nonneg zero_le_one (div_nonneg hc hS.le)),
    one_add_div hS.ne', ← mul_div_assoc, le_div_iff₀ hS]
  refine le_of_mul_le_mul_left ?_ hn
  -- Cauchy-Schwarz in the metric of the error ellipse
  have h1 := mul_le_mul_of_nonneg_left hell (add_nonneg hS.le hc)
  linarith [sq_nonneg (Fintype.card ι * mean N * (b - s + (a - e) * mean N)
    + spread N * (a - e))]
```

Using both squares together sharpens the intercept bound. With $x=a-e$ and $y=b-s+xm$, the Cauchy–Schwarz inequality gives
$$(b-s)^2=(y-mx)^2\le\Big(\frac1n+\frac{m^2}{S}\Big)(ny^2+Sx^2)\le\varepsilon^2\Big(1+\frac{nm^2}{S}\Big).$$
In the code, Cauchy–Schwarz appears as the non-negativity of $(nmy+Sx)^2$.

## Surface energy and a two-slab example

```lean
/-- For `n` slabs with energies `e N + 2 A γ + r`, `A > 0`, `|r| ≤ ε`, and thicknesses of mean `m`
and positive spread `S`, the intercept of a least-squares line divided by `2A` differs from `γ` by
at most `ε (1 + |m| √(n/S)) / (2A)`. -/
theorem surface_energy_error {A γ : ℝ} (hA : 0 < A) (hS : 0 < spread N)
    (hE : ∀ i, E i = e * N i + 2 * A * γ + r i) (hr : ∀ i, |r i| ≤ ε)
    (h : IsBestLine N E a b) :
    |b / (2 * A) - γ| ≤
      ε * (1 + |mean N| * Real.sqrt (Fintype.card ι / spread N)) / (2 * A) := by
  have h2A : 0 < 2 * A := by positivity
  have hb := ((slab_fit_error hS hE hr).2 a b h).2
  have hγ : b / (2 * A) - γ = (b - 2 * A * γ) / (2 * A) := by
    rw [sub_div, mul_div_cancel_left₀ _ h2A.ne']
  rw [hγ, abs_div, abs_of_pos h2A]
  exact div_le_div_of_nonneg_right hb h2A.le
```

For two faces of area $A$ and surface energy $\gamma$, $s=2A\gamma$. Dividing the intercept bound of the main theorem by $2A$ gives
$$\Big|\frac{b}{2A}-\gamma\Big|\le\frac{\varepsilon\big(1+|m|\sqrt{n/S}\big)}{2A}.$$
This bears on surface energies extracted from electronic-structure slab calculations, provided the energies follow a straight line within a known $\varepsilon$. Slabs that are thick but close together in thickness give a large $|m|\sqrt{n/S}$, and so a weak bound.

```lean
/-- For two slabs of thickness `m - d` and `m + d`, `d > 0`, whose energies deviate from the line
`e N + s` by `-ε` and `+ε`, `ε ≥ 0`, the slope error of a least-squares line equals `ε √(2/S)`, with
`S` the spread of the two thicknesses. -/
theorem slope_bound_attained (m e s : ℝ) {d ε a b : ℝ} (hd : 0 < d) (hε : 0 ≤ ε)
    (h : IsBestLine ![m - d, m + d] ![e * (m - d) + s - ε, e * (m + d) + s + ε] a b) :
    |a - e| = ε * Real.sqrt (2 / spread ![m - d, m + d]) := by
  have hm : mean ![m - d, m + d] = m := by
    rw [mean, Fin.sum_univ_two, Fintype.card_fin]
    change (m - d + (m + d)) / ((2 : ℕ) : ℝ) = m
    push_cast
    ring
  have hS : spread ![m - d, m + d] = 2 * d ^ 2 := by
    rw [spread, Fin.sum_univ_two, hm]
    change (m - d - m) ^ 2 + (m + d - m) ^ 2 = 2 * d ^ 2
    ring
  have hpos : 0 < spread ![m - d, m + d] := by rw [hS]; positivity
  have ha : a = e + ε / d := by
    rw [((isBestLine_iff hpos).1 h).1, fitSlope, Fin.sum_univ_two, hm, hS,
      div_eq_iff (by positivity)]
    change (m - d - m) * (e * (m - d) + s - ε) + (m + d - m) * (e * (m + d) + s + ε)
      = (e + ε / d) * (2 * d ^ 2)
    have hdε : ε / d * d = ε := div_mul_cancel₀ _ hd.ne'
    linear_combination (-2 * d) * hdε
  have hsq : 2 / (2 * d ^ 2) = (1 / d) ^ 2 := by
    rw [div_pow, one_pow, div_eq_div_iff (by positivity) (by positivity)]
    ring
  rw [hS, hsq, Real.sqrt_sq (by positivity), ha, add_sub_cancel_left,
    abs_of_nonneg (div_nonneg hε hd.le)]
  ring

end

end SlabFit
```

The notation `![x, y]` is a list of two numbers. For thicknesses $m\mp d$ and residuals $\mp\varepsilon$, the spread is $S=2d^2$ and
$$a=\frac{-d\,[e(m-d)+s-\varepsilon]+d\,[e(m+d)+s+\varepsilon]}{2d^2}=e+\frac{\varepsilon}{d}.$$
Since $\sqrt{2/S}=1/d$, the slope error equals the bound exactly. The code computes the mean, the spread and the slope in turn, as `hm`, `hS` and `ha`.

```lean
#print axioms SlabFit.slab_fit_error
#print axioms SlabFit.intercept_error_quadrature
#print axioms SlabFit.surface_energy_error
#print axioms SlabFit.slope_bound_attained
```

```
'SlabFit.slab_fit_error' depends on axioms: [propext, Classical.choice, Quot.sound]
'SlabFit.intercept_error_quadrature' depends on axioms: [propext, Classical.choice, Quot.sound]
'SlabFit.surface_energy_error' depends on axioms: [propext, Classical.choice, Quot.sound]
'SlabFit.slope_bound_attained' depends on axioms: [propext, Classical.choice, Quot.sound]
```
